# Three orthonormal pairs of state vectors in a six-dimensional complex space

The theorem `pairs_orthonormal` concerns three explicit pairs of vectors in ℂ⁶, a finite-dimensional state space, with entries 0, 3/5 and 4/5. It states that within each pair both vectors have norm one and are orthogonal to each other; nothing is claimed about overlaps between different pairs. In matrix form, with the vectors of a pair as the columns of a matrix A, the claim is that AᴴA is the 2 × 2 identity. The attempt checks each matrix entry separately, expanding it as a sum over six components and leaving the arithmetic to `simp` and `norm_num`.

As first written in Lean, the proof fails:

```lean
import Mathlib

open Matrix

namespace ThreeSpacePairing

noncomputable section

/-- The cross-overlap matrix of two sets of vectors, stored as the columns of `A` and `B`. -/
def overlap {m n : Type*} [Fintype m] (A B : Matrix m n ℂ) : Matrix n n ℂ := Aᴴ * B

/-- The numbers 3, 4, 5, 2304, 1296 and 15625 are their own complex conjugates. -/
theorem conj_numerals :
    (starRingEnd ℂ) 3 = 3 ∧ (starRingEnd ℂ) 4 = 4 ∧ (starRingEnd ℂ) 5 = 5 ∧
    (starRingEnd ℂ) 2304 = 2304 ∧ (starRingEnd ℂ) 1296 = 1296 ∧
    (starRingEnd ℂ) 15625 = 15625 := by
  refine ⟨?_, ?_, ?_, ?_, ?_, ?_⟩ <;> exact Complex.conj_eq_iff_im.mpr (by simp)

/-- The first pair of vectors in `ℂ⁶`, as columns. -/
def pairA : Matrix (Fin 6) (Fin 2) ℂ :=
  !![3/5, 0; 4/5, 0; 0, 0; 0, 4/5; 0, 3/5; 0, 0]

/-- The second pair of vectors in `ℂ⁶`, as columns. -/
def pairB : Matrix (Fin 6) (Fin 2) ℂ :=
  !![0, 0; 3/5, 0; 4/5, 0; 0, 0; 0, 3/5; 0, 4/5]

/-- The third pair of vectors in `ℂ⁶`, as columns. -/
def pairC : Matrix (Fin 6) (Fin 2) ℂ :=
  !![0, 4/5; 0, 0; 3/5, 0; 4/5, 0; 0, 0; 0, 3/5]

/-- Each of the three pairs is orthonormal. -/
theorem pairs_orthonormal :
    overlap pairA pairA = 1 ∧ overlap pairB pairB = 1 ∧ overlap pairC pairC = 1 := by
  refine ⟨?_, ?_, ?_⟩ <;> ext i j <;> fin_cases i <;> fin_cases j <;>
    simp [overlap, pairA, pairB, pairC, Matrix.mul_apply, Fin.sum_univ_six] <;> norm_num

end

end ThreeSpacePairing
```

Lean reports:

```
Main.lean:33:83: error: unsolved goals
case refine_1.«0».«0»
⊢ (starRingEnd ℂ) 3 / (starRingEnd ℂ) 5 * (3 / 5) + (starRingEnd ℂ) 4 / (starRingEnd ℂ) 5 * (4 / 5) = 1

case refine_1.«1».«1»
⊢ (starRingEnd ℂ) 4 / (starRingEnd ℂ) 5 * (4 / 5) + (starRingEnd ℂ) 3 / (starRingEnd ℂ) 5 * (3 / 5) = 1

case refine_2.«0».«0»
⊢ (starRingEnd ℂ) 3 / (starRingEnd ℂ) 5 * (3 / 5) + (starRingEnd ℂ) 4 / (starRingEnd ℂ) 5 * (4 / 5) = 1

case refine_2.«1».«1»
⊢ (starRingEnd ℂ) 3 / (starRingEnd ℂ) 5 * (3 / 5) + (starRingEnd ℂ) 4 / (starRingEnd ℂ) 5 * (4 / 5) = 1

case refine_3.«0».«0»
⊢ (starRingEnd ℂ) 3 / (starRingEnd ℂ) 5 * (3 / 5) + (starRingEnd ℂ) 4 / (starRingEnd ℂ) 5 * (4 / 5) = 1

case refine_3.«1».«1»
⊢ (starRingEnd ℂ) 4 / (starRingEnd ℂ) 5 * (4 / 5) + (starRingEnd ℂ) 3 / (starRingEnd ℂ) 5 * (3 / 5) = 1
```

After these edits no error is left:

```diff
@@ -33,5 +33,6 @@
     overlap pairA pairA = 1 ∧ overlap pairB pairB = 1 ∧ overlap pairC pairC = 1 := by
   refine ⟨?_, ?_, ?_⟩ <;> ext i j <;> fin_cases i <;> fin_cases j <;>
-    simp [overlap, pairA, pairB, pairC, Matrix.mul_apply, Fin.sum_univ_six] <;> norm_num
+    simp [overlap, pairA, pairB, pairC, Matrix.mul_apply, Fin.sum_univ_six,
+      conj_numerals] <;> norm_num
 
 end
```

What went wrong. The error lists six unsolved goals, the two diagonal entries for each of the three pairs. Each says that a vector has squared norm one, which comes down to 9/25 + 16/25 = 1. The off-diagonal entries are not among the goals left over.

The conjugate transpose in `overlap` puts a complex conjugation on one factor of each product. `simp` carried this conjugation through the fractions, but terms such as `(starRingEnd ℂ) 3` remained, and `norm_num` did not evaluate them either. Until Lean knows that these conjugates are the numbers themselves, the sum is not plain arithmetic.

The file already proves the missing fact in `conj_numerals`, but the failing call did not pass it to `simp`. The repair adds it to the list. `simp` can use each part of the conjunction as a rewrite rule, so the conjugates of 3, 4 and 5 become 3, 4 and 5, and the remaining rational arithmetic can be closed. The line break in the list is mere layout.
